# Four real numbers of sum one are tetrahedral SIC probabilities of a qubit exactly when their squares sum to at most 1/3

## Tetrahedron, states and effects

Indices start at zero: j and k run over 0, 1, 2, 3, and vector components a and b over 0, 1, 2. Let n_0, …, n_3 be real 3-vectors with

n_j·n_k = 1 if j = k, and −1/3 otherwise.

They point to the corners of a regular tetrahedron. Write σ for the vector of Pauli matrices, 1 for the identity matrix where a matrix is meant, and δ_ab for the Kronecker delta. A real vector r, the Bloch vector, labels the matrix

ρ(r) = (1 + r·σ)/2.

A density matrix is a positive semidefinite complex 2×2 matrix of trace one. The symmetric informationally complete (SIC) measurement along the n_j has the effects

E_j = (1 + n_j·σ)/4,

and outcome j has probability tr(ρ E_j).

The claim concerns four real numbers p_j with sum 1. They are the outcome probabilities of some density matrix if and only if ∑_j p_j² ≤ 1/3, and that density matrix is then ρ(r) with r = 3 ∑_j p_j n_j. In single-qubit tomography with this measurement, linear inversion inserts estimated probabilities, such as outcome frequencies, into this formula for r. When the estimates sum to 1, the criterion tells whether the resulting matrix is a physical state.

## Derivation from the dot products

The four vectors sum to zero, because

|∑_j n_j|² = 4·1 + 12·(−1/3) = 0.

Next, let S_ab = ∑_j (n_j)_a (n_j)_b. Its squared distance from (4/3)δ_ab is

∑_ab (S_ab − (4/3)δ_ab)²
= ∑_jk (n_j·n_k)² − (8/3) ∑_j n_j·n_j + 3·(16/9)
= (4 + 12/9) − 32/3 + 16/3 = 0.

Every term of a vanishing sum of real squares is zero, so S is 4/3 times the identity. Applied to any vector r, this says

∑_j (r·n_j) n_j = (4/3) r.

Suppose now that p_j = (1 + r·n_j)/4. The two identities give

∑_j p_j n_j = (0 + (4/3) r)/4 = r/3,

∑_j p_j² = (4 + 2 r·∑_j n_j + ∑_j (r·n_j)²)/16 = (4 + (4/3)|r|²)/16 = (3 + |r|²)/12.

The first line recovers r. The second shows that |r| ≤ 1 is equivalent to ∑_j p_j² ≤ 1/3.

Conversely, start from any p of sum 1 and set r = 3 ∑_k p_k n_k. Then

r·n_j = 3 (p_j − (1 − p_j)/3) = 4p_j − 1,

so (1 + r·n_j)/4 = p_j. Every such p therefore has a vector r, and the bound on the squares puts r in the unit ball.

It remains to pass from vectors to states. A Hermitian 2×2 matrix ρ of trace one equals ρ(r) with

r = (2 Re ρ_10, 2 Im ρ_10, ρ_00 − ρ_11), det ρ = (1 − |r|²)/4.

If ρ is positive semidefinite, its determinant is non-negative and |r| ≤ 1. If instead |r| ≤ 1, the Cayley–Hamilton identity ρ² − ρ + det ρ · 1 = 0 and ρ† = ρ give

ρ = ρ†ρ + det ρ · 1,

a sum of two positive semidefinite matrices. Finally, tr σ_a = 0 and tr(σ_a σ_b) = 2δ_ab yield

tr(ρ(r) E_j) = (2 + 2 r·n_j)/8 = (1 + r·n_j)/4.

## Two distributions worked through

Take n_0, …, n_3 to be (1, 1, 1), (1, −1, −1), (−1, 1, −1), (−1, −1, 1), each divided by √3, and p = (0.4, 0.3, 0.2, 0.1). The squares sum to 0.30, below 1/3. The Bloch vector is

r = √3 (0.4, 0.2, 0), |r|² = 0.6,

in agreement with (3 + 0.6)/12 = 0.30. As a check, r·n_0 = 0.6 and (1 + 0.6)/4 = 0.4.

The distribution (1/2, 1/2, 0, 0) has squares summing to 1/2, so no qubit state produces it. Linear inversion would give |r|² = 3.

## The objects in Lean

```lean
import Mathlib

open Matrix
open scoped ComplexOrder

namespace SICTomography

noncomputable section
```

Opening `ComplexOrder` supplies the order on ℂ in which a non-negative number is real and at least zero.

```lean
/-- Four real 3-vectors of unit length with pairwise dot products `-1/3`. -/
def IsTetrahedron (n : Fin 4 → Fin 3 → ℝ) : Prop :=
  ∀ j k, n j ⬝ᵥ n k = if j = k then 1 else -1 / 3
```

The tetrahedron enters only through its dot products, written `⬝ᵥ`, so its orientation in space is free.

```lean
/-- Four alternating corners of a cube, scaled to unit length. -/
def cubeCorners : Fin 4 → Fin 3 → ℝ :=
  (1 / √3) • ![![1, 1, 1], ![1, -1, -1], ![-1, 1, -1], ![-1, -1, 1]]

/-- The matrix `(1 + r·σ)/2` with Bloch vector `r`, written out in entries. -/
def blochState (r : Fin 3 → ℝ) : Matrix (Fin 2) (Fin 2) ℂ :=
  !![(1 + (r 2 : ℂ)) / 2, ((r 0 : ℂ) - Complex.I * (r 1 : ℂ)) / 2;
     ((r 0 : ℂ) + Complex.I * (r 1 : ℂ)) / 2, (1 - (r 2 : ℂ)) / 2]
```

The entries fix the usual convention: component 2 lies along the diagonal Pauli matrix, and the lower left entry is (r_0 + i r_1)/2. `blochState` accepts any real vector; the restriction to the unit ball is imposed separately.

```lean
/-- A qubit density matrix: positive semidefinite with trace one. -/
def IsDensity (ρ : Matrix (Fin 2) (Fin 2) ℂ) : Prop :=
  ρ.PosSemidef ∧ ρ.trace = 1
```

Mathlib's `PosSemidef` includes Hermiticity.

```lean
/-- The matrix `(1 + n_j·σ)/4`, which is the effect of outcome `j` when the `n_j` form a
tetrahedron. -/
def sicEffect (n : Fin 4 → Fin 3 → ℝ) (j : Fin 4) : Matrix (Fin 2) (Fin 2) ℂ :=
  (1 / 2 : ℂ) • blochState (n j)
```

## Tetrahedron identities

The explicit cube corners satisfy the definition, so the theorems about tetrahedra are not empty. The proof checks all sixteen pairs.

```lean
/-- The four scaled cube corners form a tetrahedron in the above sense. -/
theorem isTetrahedron_witness : IsTetrahedron cubeCorners := by
  have hs : 1 / √3 * (1 / √3) = (1 / 3 : ℝ) := by
    rw [div_mul_div_comm, Real.mul_self_sqrt (by norm_num)]
    norm_num
  intro j k
  simp only [cubeCorners, Pi.smul_apply, smul_dotProduct, dotProduct_smul, smul_eq_mul,
    ← mul_assoc, hs]
  fin_cases j <;> fin_cases k <;> simp [dotProduct, Fin.sum_univ_three] <;> norm_num
```

The sum of the vectors is treated as in the derivation: its dot product with itself is expanded, and `dotProduct_self_eq_zero` turns zero length into the zero vector.

```lean
/-- The four tetrahedron vectors add up to zero. -/
theorem tetrahedron_sum {n : Fin 4 → Fin 3 → ℝ} (h : IsTetrahedron n) :
    ∑ j, n j = 0 := by
  have g : ∀ j k, n j ⬝ᵥ n k = if j = k then (1 : ℝ) else -1 / 3 := h
  -- the squared length of the sum is 4 - 12/3
  have hz : (∑ j, n j) ⬝ᵥ (∑ j, n j) = 0 := by
    simp only [Fin.sum_univ_four, add_dotProduct, dotProduct_add, g, Fin.isValue,
      Fin.reduceEq, reduceIte]
    norm_num
  exact dotProduct_self_eq_zero.1 hz
```

In the frame identity, `z` says that a vanishing double sum of squares has vanishing entries. `hd` expands the squared distance, and `hv` inserts the dot products. The result `key` is the matrix identity S_ab = (4/3)δ_ab, which the last line contracts with r.

```lean
/-- The projections of a vector `r` on the four directions recombine to `(4/3) r`. -/
theorem tetrahedron_frame {n : Fin 4 → Fin 3 → ℝ} (h : IsTetrahedron n) (r : Fin 3 → ℝ) :
    ∑ j, (r ⬝ᵥ n j) • n j = (4 / 3 : ℝ) • r := by
  have g : ∀ j k, n j ⬝ᵥ n k = if j = k then (1 : ℝ) else -1 / 3 := h
  have z : ∀ F : Fin 3 → Fin 3 → ℝ, ∑ a, ∑ b, F a b ^ 2 = 0 → ∀ a b, F a b = 0 := by
    intro F hF a b
    have hb := Finset.single_le_sum (f := fun b => F a b ^ 2)
      (fun b _ => sq_nonneg (F a b)) (Finset.mem_univ b)
    have ha := Finset.single_le_sum (f := fun a => ∑ b, F a b ^ 2)
      (fun a _ => Finset.sum_nonneg (fun b _ => sq_nonneg (F a b))) (Finset.mem_univ a)

    have h0 : F a b ^ 2 = 0 := le_antisymm (by linarith) (sq_nonneg _)
    exact (pow_eq_zero_iff two_ne_zero).1 h0
  -- squared distance of the frame operator from 4/3 times the identity
  have hd : ∑ a : Fin 3, ∑ b : Fin 3,
      (∑ j, n j a * n j b - if a = b then (4 / 3 : ℝ) else 0) ^ 2 =
      ∑ j, ∑ k, (n j ⬝ᵥ n k) ^ 2 - 8 / 3 * ∑ j, n j ⬝ᵥ n j + 16 / 3 := by
    simp only [dotProduct, Fin.sum_univ_three, Fin.sum_univ_four, Fin.isValue,
      Fin.reduceEq, reduceIte]
    ring
  have hv : ∑ j, ∑ k, (n j ⬝ᵥ n k) ^ 2 - 8 / 3 * ∑ j, n j ⬝ᵥ n j + 16 / 3 = 0 := by
    simp only [g, Fin.sum_univ_four, Fin.isValue, Fin.reduceEq, reduceIte]
    norm_num
  have key := z _ (hd.trans hv)
  ext b
  have k0 := key 0 b
  have k1 := key 1 b
  have k2 := key 2 b
  have hb : r 0 * (if 0 = b then (4 / 3 : ℝ) else 0) + r 1 * (if 1 = b then (4 / 3 : ℝ) else 0)
      + r 2 * (if 2 = b then (4 / 3 : ℝ) else 0) = 4 / 3 * r b := by
    fin_cases b <;> simp [mul_comm]
  simp only [Fin.sum_univ_four] at k0 k1 k2
  simp only [Fin.sum_univ_four, dotProduct, Fin.sum_univ_three, Pi.add_apply,
    Pi.smul_apply, smul_eq_mul]
  linear_combination r 0 * k0 + r 1 * k1 + r 2 * k2 + hb
```

That last line uses `linear_combination`, the tactic on which most of the algebra turns. Given known equations and coefficients for them, it subtracts the weighted equations from the goal and asks `ring` to confirm that nothing remains. The user supplies the physical idea as coefficients, here the components of r, and the tactic verifies the rest. In the next two proofs the known equations are `s`, from the zero sum, and `f`, from the frame identity. The coefficients −3/4 and −3/4, then 1/8 and 1/16, are the weights that these identities carry in the derivation by hand, with the sign reversed in the first pair because the sum stands on the right of the goal.

```lean
/-- Linear inversion: the numbers `p_j = (1 + r·n_j)/4` determine `r = 3 ∑ p_j n_j`. -/
theorem bloch_reconstruction {n : Fin 4 → Fin 3 → ℝ} (h : IsTetrahedron n)
    {p : Fin 4 → ℝ} {r : Fin 3 → ℝ} (hr : ∀ j, p j = (1 + r ⬝ᵥ n j) / 4) :
    r = (3 : ℝ) • ∑ j, p j • n j := by
  ext b
  have s := congrFun (tetrahedron_sum h) b
  have f := congrFun (tetrahedron_frame h r) b
  simp only [Fin.sum_univ_four, Pi.add_apply, Pi.smul_apply, smul_eq_mul,
    Pi.zero_apply] at s f ⊢
  rw [hr 0, hr 1, hr 2, hr 3]
  linear_combination -(3 / 4) * s - (3 / 4) * f

/-- The sum of squares of the numbers `(1 + r·n_j)/4` equals `(3 + |r|²)/12`. -/
theorem sum_sq_eq {n : Fin 4 → Fin 3 → ℝ} (h : IsTetrahedron n) (r : Fin 3 → ℝ) :
    ∑ j, ((1 + r ⬝ᵥ n j) / 4) ^ 2 = (3 + r ⬝ᵥ r) / 12 := by
  have s := congrArg (fun v => r ⬝ᵥ v) (tetrahedron_sum h)
  have f := congrArg (fun v => r ⬝ᵥ v) (tetrahedron_frame h r)
  simp only [Fin.sum_univ_four, dotProduct_add, dotProduct_smul, dotProduct_zero,
    smul_eq_mul] at s f ⊢
  linear_combination s / 8 + f / 16
```

## The criterion for Bloch vectors

The theorem joins an equivalence with a reconstruction formula. The formula holds for every r that reproduces p, whether or not r lies in the ball, so r is unique. In the proof, `sq` is the formula for the sum of squares, and `fit` is the computation r·n_j = 4p_j − 1, the one place where the sum of p is used. Non-negativity of the p_j is not assumed; it follows from the bound, since |r| ≤ 1 makes 1 + r·n_j non-negative.

```lean
/-- Four reals of sum one come from a vector in the closed Bloch ball exactly when their
squares sum to at most `1/3`, and that vector is `3 ∑ p_j n_j`. -/
theorem bloch_ball_iff {n : Fin 4 → Fin 3 → ℝ} (h : IsTetrahedron n)
    (p : Fin 4 → ℝ) (hp : ∑ j, p j = 1) :
    ((∃ r : Fin 3 → ℝ, r ⬝ᵥ r ≤ 1 ∧ ∀ j, p j = (1 + r ⬝ᵥ n j) / 4) ↔
      ∑ j, p j ^ 2 ≤ 1 / 3) ∧
    ∀ r : Fin 3 → ℝ, (∀ j, p j = (1 + r ⬝ᵥ n j) / 4) → r = (3 : ℝ) • ∑ j, p j • n j := by
  have g : ∀ j k, n j ⬝ᵥ n k = if j = k then (1 : ℝ) else -1 / 3 := h
  have sq : ∀ r : Fin 3 → ℝ, (∀ j, p j = (1 + r ⬝ᵥ n j) / 4) →
      ∑ j, p j ^ 2 = (3 + r ⬝ᵥ r) / 12 := by
    intro r hr
    rw [← sum_sq_eq h r]
    exact Finset.sum_congr rfl (fun j _ => by rw [hr j])
  refine ⟨⟨?_, ?_⟩, fun r hr => bloch_reconstruction h hr⟩
  · rintro ⟨r, h1, hr⟩
    rw [sq r hr]
    linarith
  · intro hle
    -- the reconstructed vector reproduces every p_j
    have fit : ∀ j, p j = (1 + ((3 : ℝ) • ∑ k, p k • n k) ⬝ᵥ n j) / 4 := by
      intro j
      simp only [Fin.sum_univ_four] at hp
      simp only [Fin.sum_univ_four, smul_dotProduct, add_dotProduct, smul_eq_mul, g]
      fin_cases j <;> simp <;> linarith
    refine ⟨_, ?_, fit⟩
    have := sq _ fit
    linarith
```

## Density matrices and the Born rule

The forward half of the next theorem reads off the real and imaginary parts of the entries, and `d` is the non-negative determinant. Together with the squared trace it gives `key`, the bound |r|² ≤ 1. The reverse half takes a real s with s² = det ρ and writes the determinant term as (s·1)†(s·1), so that both summands have the form A†A, which Mathlib knows to be positive semidefinite.

```lean
/-- The qubit density matrices are exactly the matrices `(1 + r·σ)/2` with `|r| ≤ 1`. -/
theorem isDensity_iff (ρ : Matrix (Fin 2) (Fin 2) ℂ) :
    IsDensity ρ ↔ ∃ r : Fin 3 → ℝ, r ⬝ᵥ r ≤ 1 ∧ ρ = blochState r := by
  constructor
  · rintro ⟨hP, hT⟩
    have hH := hP.isHermitian
    have i0 : (ρ 0 0).im = 0 := by
      have := congrArg Complex.im (hH.apply 0 0)
      simp at this
      linarith
    have i1 : (ρ 1 1).im = 0 := by
      have := congrArg Complex.im (hH.apply 1 1)
      simp at this
      linarith
    have b0 : (ρ 0 1).re = (ρ 1 0).re := by rw [← hH.apply 0 1]; simp
    have b1 : (ρ 0 1).im = -(ρ 1 0).im := by rw [← hH.apply 0 1]; simp
    have t : (ρ 0 0).re + (ρ 1 1).re = 1 := by
      have := congrArg Complex.re hT
      simpa [Matrix.trace_fin_two] using this
    -- a non-negative determinant bounds the Bloch vector
    have d := (Complex.le_def.1 hP.det_nonneg).1
    rw [Matrix.det_fin_two] at d
    simp only [Complex.sub_re, Complex.mul_re, Complex.zero_re, i0, i1, b0, b1] at d
    have t2 : ((ρ 0 0).re + (ρ 1 1).re) ^ 2 = 1 := by rw [t]; norm_num
    have key : 2 * (ρ 1 0).re * (2 * (ρ 1 0).re) + 2 * (ρ 1 0).im * (2 * (ρ 1 0).im)
        + ((ρ 0 0).re - (ρ 1 1).re) * ((ρ 0 0).re - (ρ 1 1).re) ≤ 1 := by
      nlinarith [d, t2]
    refine ⟨![2 * (ρ 1 0).re, 2 * (ρ 1 0).im, (ρ 0 0).re - (ρ 1 1).re], ?_, ?_⟩
    · simpa [dotProduct, Fin.sum_univ_three] using key
    · ext i j
      fin_cases i <;> fin_cases j <;> apply Complex.ext <;>
        simp [blochState, i0, i1, b0, b1] <;> linarith
  · rintro ⟨r, hr, rfl⟩
    simp only [dotProduct, Fin.sum_univ_three] at hr
    obtain ⟨s, hs⟩ : ∃ s : ℝ, s * s = (1 - (r 0 * r 0 + r 1 * r 1 + r 2 * r 2)) / 4 :=
      ⟨_, Real.mul_self_sqrt (by linarith)⟩
    have c2 : (starRingEnd ℂ) 2 = 2 := by apply Complex.ext <;> simp
    -- Cayley-Hamilton: ρ = ρ†ρ + det ρ, a sum of two positive terms
    have e : blochState r = (blochState r)ᴴ * blochState r +
        (!![(s : ℂ), 0; 0, (s : ℂ)])ᴴ * !![(s : ℂ), 0; 0, (s : ℂ)] := by
      ext i j
      fin_cases i <;> fin_cases j <;> apply Complex.ext <;>
        simp [blochState, Matrix.mul_apply, Fin.sum_univ_two, c2] <;> nlinarith [hs]
    refine ⟨?_, ?_⟩
    · rw [e]
      exact (posSemidef_conjTranspose_mul_self _).add (posSemidef_conjTranspose_mul_self _)
    · simp only [Matrix.trace_fin_two, blochState, Matrix.of_apply, Matrix.cons_val',
        Matrix.cons_val_zero, Matrix.cons_val_one, Matrix.cons_val_fin_one]
      ring
```

The effects form a valid measurement: each is half a density matrix, and the terms linear in σ cancel because the n_j sum to zero.

```lean
/-- The four effects are positive semidefinite and sum to the identity. -/
theorem sicEffect_povm {n : Fin 4 → Fin 3 → ℝ} (h : IsTetrahedron n) :
    (∀ j, (sicEffect n j).PosSemidef) ∧ ∑ j, sicEffect n j = 1 := by
  constructor
  · intro j
    have hj : n j ⬝ᵥ n j ≤ 1 := by rw [h j j]; simp
    have hP := ((isDensity_iff _).2 ⟨n j, hj, rfl⟩).1
    exact hP.smul (by rw [Complex.le_def]; norm_num)
  · have c : ∀ a, (n 0 a : ℂ) + n 1 a + n 2 a + n 3 a = 0 := by
      intro a
      have := congrFun (tetrahedron_sum h) a
      simp only [Fin.sum_univ_four, Pi.add_apply, Pi.zero_apply] at this
      exact_mod_cast this
    ext i k
    fin_cases i <;> fin_cases k <;> simp [Fin.sum_univ_four, sicEffect, blochState]
    · linear_combination c 2 / 4
    · linear_combination c 0 / 4 - Complex.I * c 1 / 4
    · linear_combination c 0 / 4 + Complex.I * c 1 / 4
    · linear_combination -c 2 / 4
```

The trace in the Born rule is computed directly, and the formula holds for arbitrary real vectors, even where the matrices are not states or effects. The only relation needed beyond commutative algebra is i² = −1, supplied as `Complex.I_sq`.

```lean
/-- Trace formula for the Born rule: for all real vectors `r` and `n_j`, the product of `(1 +
r·σ)/2` and `(1 + n_j·σ)/4` has trace `(1 + r·n_j)/4`. -/
theorem born_rule (n : Fin 4 → Fin 3 → ℝ) (r : Fin 3 → ℝ) (j : Fin 4) :
    (blochState r * sicEffect n j).trace = (((1 + r ⬝ᵥ n j) / 4 : ℝ) : ℂ) := by
  simp only [sicEffect, blochState, Matrix.trace_fin_two, Matrix.mul_apply, Fin.sum_univ_two,
    Matrix.smul_apply, smul_eq_mul, Matrix.of_apply, Matrix.cons_val', Matrix.cons_val_zero,
    Matrix.cons_val_one, Matrix.cons_val_fin_one, dotProduct, Fin.sum_univ_three]
  push_cast
  linear_combination (-((r 1 : ℂ) * (n j 1 : ℂ)) / 4) * Complex.I_sq
```

## The criterion for qubit states

In the final theorem, `h` is the tetrahedron condition and `hp` the normalisation of p. The equation `(ρ * sicEffect n j).trace = (p j : ℂ)` identifies a complex trace with a real number, so it also says that the imaginary part vanishes. The first conclusion is the equivalence; the second says that any density matrix with these probabilities is the one with Bloch vector 3 ∑_j p_j n_j. The proof translates both through `isDensity_iff` and `born_rule` into the statement about Bloch vectors.

```lean
/-- Four reals of sum one are the outcome probabilities of some qubit density matrix in the
tetrahedral measurement `sicEffect n` exactly when their squares sum to at most `1/3`; the state
then has Bloch vector `3 ∑ p_j n_j`. -/
theorem sic_tomography {n : Fin 4 → Fin 3 → ℝ} (h : IsTetrahedron n)
    (p : Fin 4 → ℝ) (hp : ∑ j, p j = 1) :
    ((∃ ρ, IsDensity ρ ∧ ∀ j, (ρ * sicEffect n j).trace = (p j : ℂ)) ↔
      ∑ j, p j ^ 2 ≤ 1 / 3) ∧
    ∀ ρ, IsDensity ρ → (∀ j, (ρ * sicEffect n j).trace = (p j : ℂ)) →
      ρ = blochState ((3 : ℝ) • ∑ j, p j • n j) := by
  obtain ⟨hiff, hrec⟩ := bloch_ball_iff h p hp
  -- the Born rule translates between density matrices and Bloch vectors
  have tr : ∀ r : Fin 3 → ℝ, (∀ j, (blochState r * sicEffect n j).trace = (p j : ℂ)) →
      ∀ j, p j = (1 + r ⬝ᵥ n j) / 4 := fun r hr j =>
    Complex.ofReal_injective ((hr j).symm.trans (born_rule n r j))
  refine ⟨⟨?_, ?_⟩, ?_⟩
  · rintro ⟨ρ, hρ, hb⟩
    obtain ⟨r, h1, rfl⟩ := (isDensity_iff ρ).1 hρ
    exact hiff.1 ⟨r, h1, tr r hb⟩
  · intro hle
    obtain ⟨r, h1, hr⟩ := hiff.2 hle
    exact ⟨blochState r, (isDensity_iff _).2 ⟨r, h1, rfl⟩,
      fun j => by rw [born_rule, hr j]⟩
  · intro ρ hρ hb
    obtain ⟨r, _, rfl⟩ := (isDensity_iff ρ).1 hρ
    exact congrArg blochState (hrec r (tr r hb))

end

end SICTomography
```

The theorem treats one qubit and an ideal measurement. Frequencies from a finite number of runs can violate the bound even when the underlying state is physical, and how to estimate a state from such data is a separate question.

```lean
#print axioms SICTomography.sicEffect_povm
-- 'SICTomography.sicEffect_povm' depends on axioms: [propext, Classical.choice, Quot.sound]
#print axioms SICTomography.sic_tomography
-- 'SICTomography.sic_tomography' depends on axioms: [propext, Classical.choice, Quot.sound]
```
